# Three real substeps with sum 1 cannot cancel nonzero cubic and quintic phase errors together

We describe a time step by its action on a single energy level, where a unitary step of length $t$ multiplies the amplitude by $e^{-i\theta(t)}$ with a real phase $\theta(t)$. With $\hbar=1$ and level frequency $\omega$, exact evolution has $\theta(t)=\omega t$. For a symmetric second-order method we take
$$\theta(t)=\omega t+a t^3+b t^5+o(t^5),$$
where the real numbers $a$ and $b$ measure the leading phase errors. Even powers are absent because a symmetric step is undone by the step of length $-t$, which makes $\theta$ odd.

This description fits methods whose step is a function of the Hamiltonian, such as Crank–Nicolson with a time-independent Hamiltonian. It does not in general describe a splitting into non-commuting parts, because the eigenvectors of the step can then depend on $t$.

## From phase errors to power sums

Take three substeps of lengths $xt$, $yt$, $zt$, where $x,y,z$ are real numbers that do not depend on $t$ and $x+y+z=1$. Negative and zero substeps are allowed. The factors multiply, so the phases add:
$$\theta(xt)+\theta(yt)+\theta(zt)=\omega t+a\,p_3t^3+b\,p_5t^5+o(t^5),$$
where $p_k=x^k+y^k+z^k$.

Suppose this total phase is $\omega t+o(t^5)$. Then $a p_3t^3+b p_5t^5=o(t^5)$. Dividing by $t^3$ and letting $t\to0$ gives $a p_3=0$. Dividing what remains by $t^5$ gives $b p_5=0$. If $a$ and $b$ are both nonzero, then $p_3=p_5=0$.

A sixth-order method has a local error of order $t^7$, which is certainly $o(t^5)$. Excluding a phase error of size $o(t^5)$ therefore excludes sixth order, and fifth order as well.

## Why the power sums force the total to vanish

Drop the condition on the sum for the moment and write
$$s=x+y+z,\qquad q=xy+yz+zx,\qquad r=xyz.$$
The power sums are
$$p_3=s^3-3sq+3r,\qquad p_5=s^5-5s^3q+5sq^2+5(s^2-q)r.$$
Eliminating $r$ gives
$$3p_5-5(s^2-q)p_3=s^3(5q-2s^2).$$
If $p_3=p_5=0$, the right-hand side is zero. Suppose $s\ne0$. Then $q=\tfrac25s^2$, and hence
$$s^2-3q=-\tfrac15s^2<0.$$
For real numbers, however,
$$s^2-3q=\tfrac12\left[(x-y)^2+(y-z)^2+(z-x)^2\right]\ge0.$$
This contradiction shows that $s=0$, which is incompatible with substeps that sum to 1.

The algebra up to $q=\tfrac25s^2$ also holds for complex numbers; the two inequalities that follow it use that the numbers are real. Over the complex numbers we may set $s=1$ and $q=\tfrac25$; then $p_3=0$ requires $r=\tfrac1{15}$, and the identity gives $p_5=0$ too. The three substeps are the roots of
$$X^3-X^2+\tfrac25X-\tfrac1{15}=0.$$

## The phase of a Crank–Nicolson step

With $u=\omega t/2$, the Crank–Nicolson factor is
$$\frac{1-iu}{1+iu}=e^{-2i\arctan u}.$$
To expand the phase, let $R(v)=\arctan v-(v-v^3/3+v^5/5)$. Its derivative is
$$R'(v)=\frac1{1+v^2}-(1-v^2+v^4)=-\frac{v^6}{1+v^2}.$$
On the interval $|v|\le|u|$ this is at most $|u|^6$ in absolute value. Since $R(0)=0$, the mean value inequality gives $|R(u)|\le|u|^7$. Therefore
$$2\arctan\frac{\omega t}{2}=\omega t-\frac{\omega^3}{12}t^3+\frac{\omega^5}{80}t^5+o(t^5).$$
Both error coefficients are nonzero when $\omega\ne0$, so the obstruction applies to every such level.

## Phases and steps in Lean

The development opens the namespaces for limits and asymptotic comparison.

```lean
import Mathlib

open Filter Topology Asymptotics

namespace ThreeSubstepComposition

noncomputable section
```

The predicate `HasPhase θ ω a b` states the expansion of $\theta$. The notation `=o[𝓝 0]` means that the left function is negligible compared with the right one as $t\to0$, from both sides. Oddness of $\theta$ is not a hypothesis; symmetry enters only through the powers that appear.

```lean
/-- The phase `θ t` accumulated in a step `t` equals `ω t + a t³ + b t⁵` up to terms
smaller than `t⁵`. -/
def HasPhase (θ : ℝ → ℝ) (ω a b : ℝ) : Prop :=
  (fun t : ℝ => θ t - (ω * t + a * t ^ 3 + b * t ^ 5)) =o[𝓝 0] fun t : ℝ => t ^ 5
```

The amplitude factor is a complex exponential. Because `θ` takes real values, the factor has modulus one.

```lean
/-- The factor `exp(-iθ(t))` by which a step multiplies the amplitude of an energy level. -/
def step (θ : ℝ → ℝ) (t : ℝ) : ℂ := Complex.exp (-(Complex.I * (θ t : ℂ)))
```

For three substeps, the phases are added.

```lean
/-- The total phase of three substeps of lengths `x t`, `y t` and `z t`. -/
def compose3 (θ : ℝ → ℝ) (x y z t : ℝ) : ℝ := θ (x * t) + θ (y * t) + θ (z * t)
```

The concrete method is given by its phase, which is later matched to the usual rational factor.

```lean
/-- The phase of the Crank–Nicolson method on a level of frequency `ω`. -/
def cnPhase (ω t : ℝ) : ℝ := 2 * Real.arctan (ω * t / 2)
```

## The algebraic obstruction

The first theorem is purely about real numbers: if the cubes and the fifth powers each sum to zero, so do the numbers themselves. In the proof, `linear_combination` checks the elimination identity. Cancelling the nonzero factor $s^3$ leaves $5q-2s^2=0$, and `nlinarith` combines this with the three squares to reach the contradiction.

```lean
/-- Three real numbers whose cubes sum to zero and whose fifth powers sum to zero
have sum zero. -/
theorem sum_eq_zero_of_power_sums {x y z : ℝ} (h3 : x ^ 3 + y ^ 3 + z ^ 3 = 0)
    (h5 : x ^ 5 + y ^ 5 + z ^ 5 = 0) : x + y + z = 0 := by
  by_contra hs
  -- eliminate the product xyz between the two conditions
  have h : (x + y + z) ^ 3 * (5 * (x * y + y * z + z * x) - 2 * (x + y + z) ^ 2) = 0 := by
    linear_combination 3 * h5 - 5 * ((x + y + z) ^ 2 - (x * y + y * z + z * x)) * h3
  have hq := (mul_eq_zero.mp h).resolve_left (pow_ne_zero 3 hs)
  have hpos : 0 < (x + y + z) ^ 2 := by positivity
  nlinarith [sq_nonneg (x - y), sq_nonneg (y - z), sq_nonneg (z - x)]
```

## Comparing expansions

The next theorem extracts $a=b=0$ from $at^3+bt^5=o(t^5)$. Its auxiliary statement `key` says that $ct^n=o(t^n)$ forces $c=0$. If $c$ were nonzero, the definition of little-o with constant $|c|/2$ would fail at a small positive $t$. The cubic coefficient is treated first, using $t^5=o(t^3)$, and the quintic one follows.

```lean
/-- A phase error `a t³ + b t⁵` that is smaller than `t⁵` for short steps has
both coefficients zero. -/
theorem error_coefficients_zero {a b : ℝ}
    (h : (fun t : ℝ => a * t ^ 3 + b * t ^ 5) =o[𝓝 0] fun t : ℝ => t ^ 5) :
    a = 0 ∧ b = 0 := by
  have key : ∀ (c : ℝ) (n : ℕ),
      (fun t : ℝ => c * t ^ n) =o[𝓝 0] (fun t : ℝ => t ^ n) → c = 0 := by
    intro c n h
    by_contra hc
    have hp := abs_pos.mpr hc
    obtain ⟨ε, hε, H⟩ := Metric.eventually_nhds_iff.mp (h.def (half_pos hp))
    have h1 : ‖c * (ε / 2) ^ n‖ ≤ |c| / 2 * ‖(ε / 2) ^ n‖ :=
      @H (ε / 2) (by rw [Real.dist_eq, sub_zero, abs_of_pos (half_pos hε)]; linarith)
    rw [norm_mul, Real.norm_eq_abs c] at h1
    have h2 : 0 < ‖(ε / 2) ^ n‖ := norm_pos_iff.mpr (by positivity)
    nlinarith [mul_pos hp h2]
  have h53 : (fun t : ℝ => t ^ 5) =o[𝓝 0] fun t : ℝ => t ^ 3 :=
    isLittleO_pow_pow (by norm_num)
  -- the cubic term dominates, so it must vanish first
  have ha : a = 0 := key a 3
    (((h.trans h53).sub (h53.const_mul_left b)).congr_left (fun t => by ring))
  exact ⟨ha, key b 5 (h.congr_left (fun t => by rw [ha]; ring))⟩
```

The addition of phases is justified by multiplying the three exponentials.

```lean
/-- Three successive substeps multiply the amplitude by the factor belonging to
the sum of their phases. -/
theorem step_compose3 (θ : ℝ → ℝ) (x y z t : ℝ) :
    step θ (x * t) * step θ (y * t) * step θ (z * t) = step (compose3 θ x y z) t := by
  unfold step compose3
  rw [← Complex.exp_add, ← Complex.exp_add]
  congr 1
  push_cast
  ring
```

The expansion of the composition follows by substituting $st$ for $t$, with $s$ now standing for any one of the three substeps. In the proof, `h1` gives a remainder $o((st)^5)$, and `h2` bounds $(st)^5$ by a constant times $t^5$. Adding the three expansions produces the power sums.

```lean
/-- Composing three substeps multiplies the linear, cubic and quintic phase coefficients
by the corresponding power sums of the substeps. -/
theorem hasPhase_compose3 {θ : ℝ → ℝ} {ω a b : ℝ} (h : HasPhase θ ω a b) (x y z : ℝ) :
    HasPhase (compose3 θ x y z) (ω * (x + y + z)) (a * (x ^ 3 + y ^ 3 + z ^ 3))
      (b * (x ^ 5 + y ^ 5 + z ^ 5)) := by
  unfold HasPhase at *
  have key : ∀ s : ℝ, (fun t : ℝ => θ (s * t) -
      (ω * (s * t) + a * (s * t) ^ 3 + b * (s * t) ^ 5)) =o[𝓝 0] fun t : ℝ => t ^ 5 := by
    intro s
    have hs : Tendsto (fun t : ℝ => s * t) (𝓝 0) (𝓝 0) := by
      have h0 : Tendsto (fun t : ℝ => s * t) (𝓝 0) (𝓝 (s * 0)) :=
        Tendsto.const_mul s tendsto_id
      rwa [mul_zero] at h0
    have h1 : (fun t : ℝ => θ (s * t) - (ω * (s * t) + a * (s * t) ^ 3 + b * (s * t) ^ 5))
        =o[𝓝 0] fun t : ℝ => (s * t) ^ 5 := h.comp_tendsto hs
    have h2 : (fun t : ℝ => (s * t) ^ 5) =O[𝓝 0] fun t : ℝ => t ^ 5 :=
      ((isBigO_refl (fun t : ℝ => t ^ 5) (𝓝 0)).const_mul_left (s ^ 5)).congr_left
        (fun t => by ring)
    exact h1.trans_isBigO h2
  exact (((key x).add (key y)).add (key z)).congr_left
    (fun t => by simp only [compose3]; ring)
```

The main theorem assumes the expansion, `a ≠ 0`, `b ≠ 0` and substeps with sum 1. Its conclusion denies `HasPhase (compose3 θ x y z) ω 0 0`, that is, a total phase $\omega t+o(t^5)$. The two nonvanishing conditions say that the base method really has both errors on this level. The proof subtracts two expansions of the same phase, applies the coefficient comparison, and then uses the algebraic theorem.

```lean
/-- If a method has nonzero cubic and quintic phase errors, no three real substeps with
sum 1 give the exact phase `ω t` up to terms smaller than `t⁵`. -/
theorem no_sixth_order {θ : ℝ → ℝ} {ω a b : ℝ} (h : HasPhase θ ω a b)
    (ha : a ≠ 0) (hb : b ≠ 0) {x y z : ℝ} (hsum : x + y + z = 1) :
    ¬ HasPhase (compose3 θ x y z) ω 0 0 := by
  intro h0
  have h1 := hasPhase_compose3 h x y z
  unfold HasPhase at h0 h1
  -- compare the two expansions of the same phase
  obtain ⟨h3, h5⟩ := error_coefficients_zero (a := a * (x ^ 3 + y ^ 3 + z ^ 3))
    (b := b * (x ^ 5 + y ^ 5 + z ^ 5))
    ((h0.sub h1).congr_left (fun t => by rw [hsum]; ring))
  have hz := sum_eq_zero_of_power_sums ((mul_eq_zero.mp h3).resolve_left ha)
    ((mul_eq_zero.mp h5).resolve_left hb)
  linarith
```

## Crank–Nicolson in Lean

The following theorem identifies the rational factor with the phase factor. Writing $\varphi=\arctan u$, the proof uses $\sin\varphi=u\cos\varphi$ to obtain $e^{\pm i\varphi}=\cos\varphi\,(1\pm iu)$. The common cosine, which is positive, cancels in the quotient.

```lean
/-- The Crank–Nicolson factor `(1 - iωt/2)/(1 + iωt/2)` is a pure phase factor with
phase `2 arctan(ωt/2)`. -/
theorem step_cnPhase (ω t : ℝ) :
    step (cnPhase ω) t = (1 - ((ω * t / 2 : ℝ) : ℂ) * Complex.I) /
      (1 + ((ω * t / 2 : ℝ) : ℂ) * Complex.I) := by
  unfold step cnPhase
  have hc := (Real.cos_arctan_pos (ω * t / 2)).ne'
  have h := Real.tan_arctan (ω * t / 2)
  rw [Real.tan_eq_sin_div_cos, div_eq_iff hc] at h
  generalize Real.arctan (ω * t / 2) = φ at *
  generalize ω * t / 2 = u at *
  have e1 : Complex.exp (φ * Complex.I) = (Real.cos φ : ℂ) * (1 + u * Complex.I) := by
    rw [Complex.exp_mul_I, ← Complex.ofReal_cos, ← Complex.ofReal_sin, h, Complex.ofReal_mul]
    ring
  have e2 : Complex.exp (-φ * Complex.I) = (Real.cos φ : ℂ) * (1 - u * Complex.I) := by
    rw [Complex.exp_mul_I, Complex.cos_neg, Complex.sin_neg, ← Complex.ofReal_cos,
      ← Complex.ofReal_sin, h, Complex.ofReal_mul]
    ring
  have e3 : -(Complex.I * ((2 * φ : ℝ) : ℂ)) = -φ * Complex.I - φ * Complex.I := by
    push_cast
    ring
  rw [e3, Complex.exp_sub, e1, e2, mul_div_mul_left _ _ (Complex.ofReal_ne_zero.mpr hc)]
```

The expansion of the phase follows the remainder estimate above. Within the proof, `hd` supplies the derivative, `hb` bounds it, and `hm` applies the mean value inequality. Substituting $u=\omega t/2$ turns the bound into $O(t^7)$, which is stronger than the required $o(t^5)$.

```lean
/-- The Crank–Nicolson phase is `ωt - ω³t³/12 + ω⁵t⁵/80` up to terms smaller than `t⁵`. -/
theorem hasPhase_cnPhase (ω : ℝ) :
    HasPhase (cnPhase ω) ω (-ω ^ 3 / 12) (ω ^ 5 / 80) := by
  -- the mean value inequality bounds the Taylor remainder of arctan
  have bound : ∀ u : ℝ, |Real.arctan u - (u - u ^ 3 / 3 + u ^ 5 / 5)| ≤ |u| ^ 7 := by
    intro u
    have hd : ∀ v ∈ Set.Icc (-|u|) |u|, HasDerivWithinAt
        (fun v : ℝ => Real.arctan v - (v - v ^ 3 / 3 + v ^ 5 / 5))
        ((fun v : ℝ => -(v ^ 6 / (1 + v ^ 2))) v) (Set.Icc (-|u|) |u|) v := by
      intro v _
      have h := (Real.hasDerivAt_arctan v).fun_sub (((hasDerivAt_id' v).fun_sub
        ((hasDerivAt_pow 3 v).div_const 3)).fun_add ((hasDerivAt_pow 5 v).div_const 5))
      refine (h.congr_deriv ?_).hasDerivWithinAt
      have hv : 1 + v ^ 2 ≠ 0 := by positivity
      simp only [Nat.cast_ofNat, Nat.reduceSub]
      field_simp
      ring
    have hb : ∀ v ∈ Set.Icc (-|u|) |u|,
        ‖(fun v : ℝ => -(v ^ 6 / (1 + v ^ 2))) v‖ ≤ |u| ^ 6 := by
      intro v hv
      show ‖-(v ^ 6 / (1 + v ^ 2))‖ ≤ |u| ^ 6
      rw [norm_neg, Real.norm_of_nonneg (by positivity)]
      calc v ^ 6 / (1 + v ^ 2) ≤ v ^ 6 :=
            div_le_self (by positivity) (by nlinarith [sq_nonneg v])
        _ = |v| ^ 6 := by rw [← abs_pow, abs_of_nonneg (by positivity)]
        _ ≤ |u| ^ 6 := pow_le_pow_left₀ (abs_nonneg v) (abs_le.mpr ⟨hv.1, hv.2⟩) 6
    have hm : |(Real.arctan u - (u - u ^ 3 / 3 + u ^ 5 / 5)) -
        (Real.arctan 0 - (0 - 0 ^ 3 / 3 + 0 ^ 5 / 5))| ≤ |u| ^ 6 * |u - 0| :=
      Convex.norm_image_sub_le_of_norm_hasDerivWithin_le hd hb (convex_Icc _ _)
        ⟨by linarith [abs_nonneg u], abs_nonneg u⟩ ⟨neg_abs_le u, le_abs_self u⟩
    have e0 : Real.arctan 0 - (0 - 0 ^ 3 / 3 + 0 ^ 5 / 5) = (0 : ℝ) := by
      rw [Real.arctan_zero]; norm_num
    rw [e0, sub_zero, sub_zero] at hm
    calc _ ≤ |u| ^ 6 * |u| := hm
      _ = |u| ^ 7 := by ring
  have h7 : (fun t : ℝ => cnPhase ω t - (ω * t + -ω ^ 3 / 12 * t ^ 3 + ω ^ 5 / 80 * t ^ 5))
      =O[𝓝 0] fun t : ℝ => t ^ 7 := by
    refine IsBigO.of_bound (2 * |ω / 2| ^ 7) (Eventually.of_forall fun t => ?_)
    have e : cnPhase ω t - (ω * t + -ω ^ 3 / 12 * t ^ 3 + ω ^ 5 / 80 * t ^ 5) =
        2 * (Real.arctan (ω * t / 2) -
          (ω * t / 2 - (ω * t / 2) ^ 3 / 3 + (ω * t / 2) ^ 5 / 5)) := by
      unfold cnPhase; ring
    have e' : |ω * t / 2| = |ω / 2| * |t| := by rw [← abs_mul]; congr 1; ring
    have hu := bound (ω * t / 2)
    rw [e', mul_pow] at hu
    rw [e, Real.norm_eq_abs, Real.norm_eq_abs, abs_mul, abs_two, abs_pow]
    linarith
  exact h7.trans_isLittleO (isLittleO_pow_pow (by norm_num))
```

The main theorem now applies with $a=-\omega^3/12$ and $b=\omega^5/80$. For simulations with a time-independent Hamiltonian, this means that no composition of three real Crank–Nicolson substeps with sum 1 reaches sixth order on a level of nonzero frequency. It also follows that no such triple can raise every symmetric second-order method to sixth order, since Crank–Nicolson is one of them. Compositions with more than three substeps are not addressed.

```lean
/-- On a level of nonzero frequency, no three real Crank–Nicolson substeps with sum 1
give the exact phase up to terms smaller than `t⁵`. -/
theorem crankNicolson_no_sixth_order {ω x y z : ℝ} (hω : ω ≠ 0) (hsum : x + y + z = 1) :
    ¬ HasPhase (compose3 (cnPhase ω) x y z) ω 0 0 :=
  no_sixth_order (hasPhase_cnPhase ω)
    (div_ne_zero (neg_ne_zero.mpr (pow_ne_zero 3 hω)) (by norm_num))
    (div_ne_zero (pow_ne_zero 5 hω) (by norm_num)) hsum
```

## Complex substeps

The last theorem shows that the obstruction depends on the substeps being real. The proof takes one root `x` of the cubic, which exists because the complex numbers are algebraically closed. It then chooses `d` as a square root of the discriminant of the remaining quadratic and sets the other two substeps to $(1-x\pm d)/2$. Two polynomial identities verify the power sums.

The statement concerns these three equations only. It makes no claim about the order, unitarity or stability of a propagator built from complex substeps.

```lean
/-- There are three complex substeps with sum 1 whose cubes sum to zero and whose
fifth powers sum to zero. -/
theorem exists_complex_substeps : ∃ x y z : ℂ, x + y + z = 1 ∧
    x ^ 3 + y ^ 3 + z ^ 3 = 0 ∧ x ^ 5 + y ^ 5 + z ^ 5 = 0 := by
  -- one substep solves a cubic, the other two the remaining quadratic
  have hdeg : (Polynomial.X ^ 3 - Polynomial.X ^ 2 + Polynomial.C (2 / 5 : ℂ) * Polynomial.X
      - Polynomial.C (1 / 15 : ℂ)).degree = 3 := by
    compute_degree!
  obtain ⟨x, hx⟩ := IsAlgClosed.exists_root _ (by rw [hdeg]; norm_num)
  simp only [Polynomial.IsRoot.def, Polynomial.eval_sub, Polynomial.eval_add,
    Polynomial.eval_mul, Polynomial.eval_pow, Polynomial.eval_X, Polynomial.eval_C] at hx
  obtain ⟨d, hd⟩ := IsAlgClosed.exists_pow_nat_eq
    ((1 - x) ^ 2 - 4 * (2 / 5 - x + x ^ 2)) (n := 2) (by norm_num)
  refine ⟨x, (1 - x + d) / 2, (1 - x - d) / 2, by ring, ?_, ?_⟩
  · linear_combination 3 * (1 - x) / 4 * hd + 3 * hx
  · linear_combination (10 * (1 - x) ^ 3 / 16 + 5 * (1 - x) / 16 *
      (d ^ 2 + ((1 - x) ^ 2 - 4 * (2 / 5 - x + x ^ 2)))) * hd + 3 * hx

end

end ThreeSubstepComposition
```

```lean
#print axioms ThreeSubstepComposition.no_sixth_order
#print axioms ThreeSubstepComposition.step_cnPhase
#print axioms ThreeSubstepComposition.crankNicolson_no_sixth_order
#print axioms ThreeSubstepComposition.exists_complex_substeps
```

```
'ThreeSubstepComposition.no_sixth_order' depends on axioms: [propext, Classical.choice, Quot.sound]
'ThreeSubstepComposition.step_cnPhase' depends on axioms: [propext, Classical.choice, Quot.sound]
'ThreeSubstepComposition.crankNicolson_no_sixth_order' depends on axioms: [propext, Classical.choice, Quot.sound]
'ThreeSubstepComposition.exists_complex_substeps' depends on axioms: [propext, Classical.choice, Quot.sound]
```
